# Paired energies without sublattice signs: the triangle with hoppings ±i

In a Hückel or tight-binding model with orthonormal orbitals and equal site energies, the sites of many molecules fall into two classes, with bonds only between one class and the other. The orbital energies, measured from the common site energy, then come in pairs E and −E. The reason is short: reversing the sign of the orbital amplitude on one class reverses the sign of the Hamiltonian.

Suppose now that only the spectrum is known, and that it is symmetric about zero. Must the sites form two such classes? Three sites in a ring, threaded by a magnetic flux, show that they need not. The Hamiltonian

H = [[0, i, −i], [−i, 0, i], [i, −i, 0]]

is Hermitian and has characteristic polynomial x³ − 3x, so its energies are −√3, 0 and √3. Yet no diagonal matrix S with entries ±1 satisfies S H S = −H. The hoppings ±i stand for bonds of unit strength that each carry a phase of a quarter turn, as a magnetic field can produce. The total phase around the ring is 3π/2, equivalent to −π/2.

In a non-interacting tight-binding model with complex hoppings, a symmetric spectrum therefore does not prove that there are two sublattices; whether there are can be checked directly from the bonds.

## The cubic for three complex hoppings

Number the sites 0, 1, 2, set the site energies to zero, and let a, b, c be the matrix elements H₀₁, H₁₂, H₂₀. Textbooks often write a hopping element as −t or β; here the letters are the matrix elements themselves, sign included. With a bar for complex conjugation,

H = [[0, a, c̄], [ā, 0, b], [c, b̄, 0]].

Each entry is the conjugate of its mirror image, so H is Hermitian. Expanding det(x·1 − H) along the first row gives

x(x² − b b̄) + a(−āx − bc) − c̄(ā b̄ + cx)

= x³ − (|a|² + |b|² + |c|²)x − (abc + ā b̄ c̄).

Write B = |a|² + |b|² + |c|² and r = Re(abc). Since abc + ā b̄ c̄ = 2r, the energies are the solutions of

E³ = BE + 2r.

If −E is an energy as well, then

−E³ = −BE + 2r.

Adding the two equations gives 0 = 4r. The cubic has at least one root, so pairing of the energies forces r = 0. Conversely, if r = 0, multiplying E³ = BE by −1 shows that −E is a solution whenever E is. The spectrum is symmetric exactly when Re(abc) = 0.

For a = b = c = i we have B = 3 and abc = −i, hence r = 0. The polynomial is x³ − 3x = x(x − √3)(x + √3). For a = b = c = 1, by contrast, r = 1 and the energies are 2, −1, −1, which are not paired.

## Opposite signs cannot close around a triangle

Let S = diag(s₀, s₁, s₂) with every entry ±1, and suppose S H S = −H. Since S² = 1, multiplying on the right by S gives

S H = −H S.

The entries (0,1), (1,2) and (2,0) of this equation read

s₀a = −a s₁, s₁b = −b s₂, s₂c = −c s₀.

If a, b and c are nonzero, they cancel:

s₀ = −s₁ = s₂ = −s₀.

So s₀ = 0, and then s₁ = s₂ = 0, which contradicts s₀ = ±1.

The same argument serves a ring with any odd number n ≥ 3 of sites, zero site energies and nonzero nearest-neighbour hoppings: going once around gives s₀ = (−1)ⁿs₀ = −s₀. The Lean theorems below treat n = 3.

The bonds must all be present. If c = 0, the triangle opens into a chain, and S = diag(1, −1, 1) reverses the sign of H for every a and b.

## Exchanging two sites reverses the sign

The pairing in the ±i triangle can still be traced to a symmetry, though not a diagonal one. Let R exchange sites 1 and 2. It reverses the sense of rotation around the ring, and so swaps i with −i:

R H R = −H, R² = 1.

If Hψ = Eψ, then H(Rψ) = −R Hψ = −E(Rψ). Since R is invertible, Rψ is nonzero, and it is a state of energy −E.

## The ring and its energies in Lean

```lean
import Mathlib

open Matrix Polynomial ComplexConjugate

namespace TrianglePairing

noncomputable section
```

The general ring is a 3×3 complex matrix, with `Fin 3` supplying the site labels 0, 1, 2.

```lean
/-- The Hamiltonian of a three-site ring with zero on-site energies and complex hoppings
`a`, `b`, `c` around the ring. -/
def triangle (a b c : ℂ) : Matrix (Fin 3) (Fin 3) ℂ :=
  !![0, a, conj c; conj a, 0, b; c, conj b, 0]
```

The particular Hamiltonian is written out entry by entry, so that the final theorem can be compared directly with the matrix in the opening.

```lean
/-- The triangle whose hoppings are all `i` in one sense of rotation and `-i` in the other. -/
def imaginaryTriangle : Matrix (Fin 3) (Fin 3) ℂ :=
  !![0, Complex.I, -Complex.I; -Complex.I, 0, Complex.I; Complex.I, -Complex.I, 0]
```

The number B of the derivation is called `bondSum`. It is a real number, converted to a complex one where needed.

```lean
/-- The sum of the squared hopping strengths over the three bonds. -/
def bondSum (a b c : ℂ) : ℝ := ‖a‖ ^ 2 + ‖b‖ ^ 2 + ‖c‖ ^ 2
```

An energy is defined through the Schrödinger equation itself, by a nonzero vector ψ with Hψ = Eψ. The definition admits complex E; for a Hermitian matrix all such values are real.

```lean
/-- `E` is an energy of `H` if some nonzero state `ψ` satisfies `H ψ = E ψ`. -/
def IsEnergy (H : Matrix (Fin 3) (Fin 3) ℂ) (E : ℂ) : Prop :=
  ∃ ψ : Fin 3 → ℂ, ψ ≠ 0 ∧ H *ᵥ ψ = E • ψ
```

These definitions fix an idealised model: one orthonormal orbital per site, equal site energies and no interaction between electrons. That a given molecule or three-site device is described by such a matrix is a physical assumption, which the theorems do not address.

Hermiticity is checked entry by entry, for all hoppings.

```lean
/-- The three-site ring Hamiltonian is Hermitian for all complex hoppings. -/
theorem triangle_isHermitian (a b c : ℂ) : (triangle a b c).IsHermitian := by
  apply Matrix.IsHermitian.ext
  intro i j
  fin_cases i <;> fin_cases j <;> simp [triangle]
```

## From the determinant to the pairing condition

In the next statement `X` is the polynomial variable, and `C` turns a number into a constant polynomial; it is unrelated to the hopping `c`. The theorem is the expansion of det(x·1 − H) above.

```lean
/-- The characteristic polynomial of the ring depends on the hoppings only through the sum of
their squared strengths and the real part of their product around the loop. -/
theorem triangle_charpoly (a b c : ℂ) :
    (triangle a b c).charpoly =
      X ^ 3 - C (bondSum a b c : ℂ) * X - C (2 * ((a * b * c).re : ℂ)) := by
  have h1 : (bondSum a b c : ℂ) = a * conj a + b * conj b + c * conj c := by
    simp [bondSum, Complex.mul_conj, Complex.normSq_eq_norm_sq]
  have h2 : 2 * ((a * b * c).re : ℂ) = a * b * c + conj a * conj b * conj c := by
    have h := Complex.add_conj (a * b * c)
    simp only [map_mul] at h
    rw [h]
    push_cast
    rfl
  rw [h1, h2, Matrix.charpoly, Matrix.det_fin_three]
  simp [triangle]
  ring
```

The auxiliary facts `h1` and `h2` rewrite B as aā + b b̄ + c c̄ and 2r as abc + ā b̄ c̄. After that, `Matrix.det_fin_three` expands the determinant and `ring` collects the terms.

The cubic must still be tied to the definition of an energy.

```lean
/-- The energies of the ring are exactly the solutions of its cubic secular equation. -/
theorem isEnergy_triangle_iff (a b c E : ℂ) :
    IsEnergy (triangle a b c) E ↔
      E ^ 3 = (bondSum a b c : ℂ) * E + 2 * ((a * b * c).re : ℂ) := by
  have h1 : (bondSum a b c : ℂ) = a * conj a + b * conj b + c * conj c := by
    simp [bondSum, Complex.mul_conj, Complex.normSq_eq_norm_sq]
  have h2 : 2 * ((a * b * c).re : ℂ) = a * b * c + conj a * conj b * conj c := by
    have h := Complex.add_conj (a * b * c)
    simp only [map_mul] at h
    rw [h]
    push_cast
    rfl
  have key : ∀ ψ : Fin 3 → ℂ, (triangle a b c - E • (1 : Matrix (Fin 3) (Fin 3) ℂ)) *ᵥ ψ
      = triangle a b c *ᵥ ψ - E • ψ := by
    intro ψ
    rw [Matrix.sub_mulVec, Matrix.smul_mulVec, Matrix.one_mulVec]
  -- a nonzero solution exists exactly when the secular determinant vanishes
  have hdet : IsEnergy (triangle a b c) E ↔
      (triangle a b c - E • (1 : Matrix (Fin 3) (Fin 3) ℂ)).det = 0 := by
    rw [← Matrix.exists_mulVec_eq_zero_iff]
    simp only [IsEnergy, key, sub_eq_zero]
  have hval : (triangle a b c - E • (1 : Matrix (Fin 3) (Fin 3) ℂ)).det =
      (a * conj a + b * conj b + c * conj c) * E
        + (a * b * c + conj a * conj b * conj c) - E ^ 3 := by
    rw [Matrix.det_fin_three]
    simp [triangle]
    ring
  rw [hdet, hval, h1, h2, sub_eq_zero]
  exact eq_comm
```

Here `key` rewrites Hψ − Eψ as (H − E·1)ψ. A nonzero ψ annihilated by H − E·1 exists exactly when the determinant of that matrix vanishes, which is `hdet`. The value of the determinant, in `hval`, is the negative of the characteristic polynomial at E, because the matrix has odd size.

The pairing condition follows for arbitrary hoppings, including zero ones.

```lean
/-- The energies of the ring come in pairs `E`, `-E` if and only if the product of the hoppings
around the loop has zero real part. -/
theorem paired_iff (a b c : ℂ) :
    (∀ E, IsEnergy (triangle a b c) E → IsEnergy (triangle a b c) (-E)) ↔
      (a * b * c).re = 0 := by
  constructor
  · intro h
    obtain ⟨E, hE⟩ := IsAlgClosed.exists_root (triangle a b c).charpoly
      (by rw [Matrix.charpoly_degree_eq_dim, Fintype.card_fin]; norm_num)
    rw [triangle_charpoly, Polynomial.IsRoot.def] at hE
    simp only [eval_sub, eval_pow, eval_mul, eval_X, eval_C] at hE
    have hp : E ^ 3 = (bondSum a b c : ℂ) * E + 2 * ((a * b * c).re : ℂ) := by
      linear_combination hE
    have hm := (isEnergy_triangle_iff a b c (-E)).mp
      (h E ((isEnergy_triangle_iff a b c E).mpr hp))
    -- adding the equations for `E` and `-E` leaves only the loop term
    have hr : ((a * b * c).re : ℂ) = 0 := by
      linear_combination (-1 / 4 : ℂ) * (hp + hm)
    exact Complex.ofReal_eq_zero.mp hr
  · intro hr E hE
    rw [isEnergy_triangle_iff] at hE ⊢
    rw [hr, Complex.ofReal_zero] at hE ⊢
    linear_combination -hE
```

In the forward direction, `IsAlgClosed.exists_root` supplies a root E of the characteristic polynomial. The equations `hp` for E and `hm` for −E are then added, and the factor −1/4 isolates r. In the reverse direction, r = 0 is inserted and the equation for E is multiplied by −1.

The statement concerns the set of energies and does not count multiplicities. For the ±i triangle nothing is lost, since x³ − 3x has three distinct roots.

## Excluding every choice of site signs

The matrix S appears as `diagonal s`, where `s` assigns a number to each site. The first result allows arbitrary complex numbers, not only signs.

```lean
/-- If all three hoppings are nonzero, the only diagonal matrix that anticommutes with the ring
Hamiltonian is zero. -/
theorem diagonal_anticommute_eq_zero {a b c : ℂ} (ha : a ≠ 0) (hb : b ≠ 0) (hc : c ≠ 0)
    (s : Fin 3 → ℂ) (h : diagonal s * triangle a b c = -(triangle a b c * diagonal s)) :
    s = 0 := by
  have e : ∀ i j, s i * triangle a b c i j = -(triangle a b c i j * s j) := by
    intro i j
    have hij := congrFun (congrFun h i) j
    simpa only [Matrix.neg_apply, Matrix.diagonal_mul, Matrix.mul_diagonal] using hij
  have e01 : s 0 * a = -(a * s 1) := e 0 1
  have e12 : s 1 * b = -(b * s 2) := e 1 2
  have e20 : s 2 * c = -(c * s 0) := e 2 0
  -- each bond forces opposite values on its two ends
  have h01 : s 0 + s 1 = 0 := mul_left_cancel₀ ha (by linear_combination e01)
  have h12 : s 1 + s 2 = 0 := mul_left_cancel₀ hb (by linear_combination e12)
  have h20 : s 2 + s 0 = 0 := mul_left_cancel₀ hc (by linear_combination e20)
  have z0 : s 0 = 0 := by linear_combination (1 / 2 : ℂ) * (h01 - h12 + h20)
  have z1 : s 1 = 0 := by linear_combination h01 - z0
  have z2 : s 2 = 0 := by linear_combination h20 - z0
  funext i
  fin_cases i
  · exact z0
  · exact z1
  · exact z2
```

The local fact `e` extracts the general entry of the anticommutation equation, and `e01`, `e12`, `e20` are the three bond equations. Cancelling the nonzero hoppings gives s₀ + s₁ = 0, s₁ + s₂ = 0 and s₂ + s₀ = 0. The first minus the second plus the third is 2s₀ = 0, and the other two values follow.

Because the entries of S are unrestricted here, the lemma also excludes site-dependent phase changes: if S is an invertible diagonal matrix with S H S⁻¹ = −H, then S anticommutes with H and would have to be zero.

For signs, the condition is stated as S H S = −H.

```lean
/-- If all three hoppings are nonzero, no assignment of signs `±1` to the sites reverses the
sign of the ring Hamiltonian. -/
theorem no_site_signs {a b c : ℂ} (ha : a ≠ 0) (hb : b ≠ 0) (hc : c ≠ 0) :
    ¬ ∃ s : Fin 3 → ℂ, (∀ i, s i = 1 ∨ s i = -1) ∧
      diagonal s * triangle a b c * diagonal s = -triangle a b c := by
  rintro ⟨s, hs, h⟩
  have hS : diagonal s * diagonal s = 1 := by
    rw [Matrix.diagonal_mul_diagonal, ← Matrix.diagonal_one]
    congr 1
    funext i
    rcases hs i with hi | hi <;> simp [hi]
  -- since `S² = 1`, reversing the sign of `H` means anticommuting with it
  have anti : diagonal s * triangle a b c = -(triangle a b c * diagonal s) := by
    calc diagonal s * triangle a b c
        = diagonal s * triangle a b c * diagonal s * diagonal s := by
          rw [mul_assoc (diagonal s * triangle a b c), hS, mul_one]
      _ = -(triangle a b c * diagonal s) := by rw [h, neg_mul]
  have z : s 0 = 0 := congrFun (diagonal_anticommute_eq_zero ha hb hc s anti) 0
  rcases hs 0 with h0 | h0 <;> rw [z] at h0 <;> norm_num at h0
```

The fact `hS` is S² = 1. The `calc` block inserts S² on the right of S H and uses the assumed equation to reach −H S. The preceding lemma then gives s₀ = 0, which is neither 1 nor −1.

## The triangle with hoppings ±i

The main theorem joins four statements about the one matrix: it is Hermitian, its characteristic polynomial is x³ − 3x, the negative of every energy is again an energy, and no site signs reverse the sign of the Hamiltonian.

```lean
/-- The triangle with hoppings `±i` is Hermitian, has characteristic polynomial `x³ - 3x` and
energies in pairs `E`, `-E`, yet no signs `±1` on the sites turn `H` into `-H`. -/
theorem paired_without_site_signs :
    imaginaryTriangle.IsHermitian ∧
    imaginaryTriangle.charpoly = X ^ 3 - 3 * X ∧
    (∀ E, IsEnergy imaginaryTriangle E → IsEnergy imaginaryTriangle (-E)) ∧
    ¬ ∃ s : Fin 3 → ℂ, (∀ i, s i = 1 ∨ s i = -1) ∧
      diagonal s * imaginaryTriangle * diagonal s = -imaginaryTriangle := by
  have hT : imaginaryTriangle = triangle Complex.I Complex.I Complex.I := by
    ext i j
    fin_cases i <;> fin_cases j <;> simp [imaginaryTriangle, triangle]
  have hB : bondSum Complex.I Complex.I Complex.I = 3 := by norm_num [bondSum]
  have hr : (Complex.I * Complex.I * Complex.I).re = 0 := by simp
  rw [hT]
  refine ⟨triangle_isHermitian _ _ _, ?_, (paired_iff _ _ _).mpr hr,
    no_site_signs Complex.I_ne_zero Complex.I_ne_zero Complex.I_ne_zero⟩
  have h3 : (3 : ℂ) = 1 + 1 + 1 := by norm_num
  have hC : (C (3 : ℂ) : ℂ[X]) = 3 := by
    rw [h3, C_add, C_add, C_1]
    norm_num
  rw [triangle_charpoly, hB, hr]
  simp [hC]
```

The proof identifies the explicit matrix with the general ring at a = b = c = i, in `hT`. It then computes B = 3 in `hB` and r = 0 in `hr`. The general theorems supply Hermiticity, pairing and the absence of site signs, and the remaining lines insert the two numbers into the characteristic polynomial.

The last theorem records the exchange of sites 1 and 2.

```lean
/-- The exchange of two sites is its own inverse and turns the Hamiltonian of the triangle with
hoppings `±i` into its negative. -/
theorem site_exchange_reverses_sign :
    let R : Matrix (Fin 3) (Fin 3) ℂ := !![1, 0, 0; 0, 0, 1; 0, 1, 0]
    R * R = 1 ∧ R * imaginaryTriangle * R = -imaginaryTriangle := by
  intro R
  constructor
  · ext i j
    fin_cases i <;> fin_cases j <;> simp [R, Matrix.mul_apply, Fin.sum_univ_succ]
  · ext i j
    fin_cases i <;> fin_cases j <;>
      simp [R, imaginaryTriangle, Matrix.mul_apply, Fin.sum_univ_succ]

end

end TrianglePairing
```

Both equations are verified by computing the nine matrix entries. They supply the relations R² = 1 and R H R = −H from which the state Rψ of energy −E was obtained above.

```lean
#print axioms TrianglePairing.paired_without_site_signs
#print axioms TrianglePairing.site_exchange_reverses_sign
```

```
'TrianglePairing.paired_without_site_signs' depends on axioms: [propext, Classical.choice, Quot.sound]
'TrianglePairing.site_exchange_reverses_sign' depends on axioms: [propext, Classical.choice, Quot.sound]
```
